# For real orthogonal projectors at squared Frobenius distance d, the commutator's squared Frobenius norm is at least d(1 − d)

The theorem concerns two real symmetric idempotent matrices `P` and `R` of the same finite size. Examples are the one-particle density matrices, with trace equal to the electron number, of two Slater determinants whose orthonormal spin-orbitals have real coefficients in a common finite orthonormal spin-orbital basis. With d the sum of the squared entries of `P - R`, it says that the same sum for the commutator `R * P - P * R` is at least d(1 − d). The ranks of the projectors need not agree, and when d exceeds 1 the bound is trivial because d(1 − d) is negative. The attempt writes E = P − R, shows that the squared norm of the commutator is ‖E‖² − ‖E²‖², all norms being Frobenius norms, and then sets out to prove ‖E²‖² ≤ ‖E‖⁴ by Cauchy-Schwarz inside the same proof.

In Lean, a first try:

```lean
import Mathlib

open Matrix

namespace ProjectorDistance

noncomputable section

variable {n : Type*} [Fintype n]

/-- The squared Frobenius norm: the sum of the squares of all matrix entries. -/
def frobSq (A : Matrix n n ℝ) : ℝ := ∑ i, ∑ j, A i j ^ 2

/-- The squared Frobenius norm of `A` is the trace of `Aᵀ A`. -/
lemma frobSq_eq_trace (A : Matrix n n ℝ) : frobSq A = trace (Aᵀ * A) := by
  simp only [frobSq, Matrix.trace, Matrix.diag_apply, Matrix.mul_apply,
    Matrix.transpose_apply, sq]
  exact Finset.sum_comm

/-- The squared Frobenius norm of `E²` is at most the square of that of `E`. -/
lemma frobSq_mul_self_le (E : Matrix n n ℝ) : frobSq (E * E) ≤ frobSq E * frobSq E := by
  have c : frobSq E = ∑ j, ∑ k, E k j ^ 2 := Finset.sum_comm
  have m : frobSq E * frobSq E = ∑ i, ∑ j, (∑ k, E i k ^ 2) * (∑ k, E k j ^ 2) := by
    nth_rewrite 2 [c]
    unfold frobSq
    rw [Finset.sum_mul_sum]
  rw [m]
  unfold frobSq
  -- Cauchy-Schwarz for each entry of the product
  refine Finset.sum_le_sum fun i _ => Finset.sum_le_sum fun j _ => ?_
  rw [Matrix.mul_apply]
  exact Finset.sum_mul_sq_le_sq_mul_sq Finset.univ (fun k => E i k) (fun k => E k j)

/-- For two orthogonal projectors with squared distance `d = ‖P - R‖²`, the squared norm of their
commutator is at least `d (1 - d)`. -/
theorem projector_distance {P R : Matrix n n ℝ} (hPt : Pᵀ = P) (hP : P * P = P)
    (hRt : Rᵀ = R) (hR : R * R = R) :
    frobSq (P - R) * (1 - frobSq (P - R)) ≤ frobSq (R * P - P * R) := by
  have hP' : ∀ M, P * (P * M) = P * M := fun M => by rw [← mul_assoc, hP]
  have hR' : ∀ M, R * (R * M) = R * M := fun M => by rw [← mul_assoc, hR]
  -- the squared commutator is E² - E⁴ with E = P - R
  have e : frobSq (R * P - P * R) = frobSq (P - R) - frobSq ((P - R) * (P - R)) := by
    simp only [frobSq_eq_trace, ← Matrix.trace_sub]
    congr 1
    simp only [Matrix.transpose_sub, Matrix.transpose_mul, hPt, hRt, sub_mul, mul_sub,
      mul_assoc, hP, hR, hP', hR']
    abel
  -- the Frobenius norm is submultiplicative, by Cauchy-Schwarz
  have s : ∀ E : Matrix n n ℝ, frobSq (E * E) ≤ frobSq E * frobSq E := by
    intro E
    have c : frobSq E = ∑ j, ∑ k, E k j ^ 2 := Finset.sum_comm
    calc frobSq (E * E) ≤ ∑ i, ∑ j, (∑ k, E i k ^ 2) * (∑ k, E k j ^ 2) := by
          refine Finset.sum_le_sum fun i _ => Finset.sum_le_sum fun j _ => ?_
          rw [Matrix.mul_apply]
          exact Finset.sum_mul_sq_le_sq_mul_sq _ _ _
      _ = (∑ i, ∑ k, E i k ^ 2) * (∑ j, ∑ k, E k j ^ 2) := (Finset.sum_mul_sum _ _ _ _).symm
      _ = frobSq E * frobSq E := by rw [← c]; rfl
  have := s (P - R)
  rw [e]
  linarith

end

end ProjectorDistance
```

Messages:

```
Main.lean:56:59: error: (deterministic) timeout at `whnf`, maximum number of heartbeats (200000) has been reached

Note: Use `set_option maxHeartbeats <num>` to set the limit.

Hint: Additional diagnostic information may be available using the `set_option diagnostics true` command.
Main.lean:34:0: error: (deterministic) timeout at `whnf`, maximum number of heartbeats (200000) has been reached

Note: Use `set_option maxHeartbeats <num>` to set the limit.

Hint: Additional diagnostic information may be available using the `set_option diagnostics true` command.
```

Diagnosis. Both messages report that Lean ran out of its allowance of work, not that a step is false. The first points to `(Finset.sum_mul_sum _ _ _ _).symm`, the second to the start of the theorem. At the first place Lean had to work out the four arguments left as `_` by matching the lemma against the expected equation, and the limit was reached in `whnf`, which unfolds definitions. The messages don't say which unfolding was costly, and since the limit covers the whole declaration, earlier steps had also drawn on it.

The repair deletes the inline proof `s` and uses `frobSq_mul_self_le`, which states the same inequality. That lemma stands earlier in the file and had compiled, with an allowance of its own, so the theorem no longer pays for this proof.

The diff also recasts `e`: the algebra is now a matrix identity `M`, and the traces are taken afterwards by `rw`. The mathematics is the same and `e` had drawn no error of its own, so the messages do not show whether this change was needed.

The mended proof, as a diff:

```diff
@@ -39,22 +39,13 @@
   have hP' : ∀ M, P * (P * M) = P * M := fun M => by rw [← mul_assoc, hP]
   have hR' : ∀ M, R * (R * M) = R * M := fun M => by rw [← mul_assoc, hR]
-  -- the squared commutator is E² - E⁴ with E = P - R
-  have e : frobSq (R * P - P * R) = frobSq (P - R) - frobSq ((P - R) * (P - R)) := by
-    simp only [frobSq_eq_trace, ← Matrix.trace_sub]
-    congr 1
+  -- with C = RP - PR and E = P - R, the product CᵀC is E² - E⁴
+  have M : (R * P - P * R)ᵀ * (R * P - P * R)
+      = (P - R)ᵀ * (P - R) - ((P - R) * (P - R))ᵀ * ((P - R) * (P - R)) := by
     simp only [Matrix.transpose_sub, Matrix.transpose_mul, hPt, hRt, sub_mul, mul_sub,
       mul_assoc, hP, hR, hP', hR']
     abel
-  -- the Frobenius norm is submultiplicative, by Cauchy-Schwarz
-  have s : ∀ E : Matrix n n ℝ, frobSq (E * E) ≤ frobSq E * frobSq E := by
-    intro E
-    have c : frobSq E = ∑ j, ∑ k, E k j ^ 2 := Finset.sum_comm
-    calc frobSq (E * E) ≤ ∑ i, ∑ j, (∑ k, E i k ^ 2) * (∑ k, E k j ^ 2) := by
-          refine Finset.sum_le_sum fun i _ => Finset.sum_le_sum fun j _ => ?_
-          rw [Matrix.mul_apply]
-          exact Finset.sum_mul_sq_le_sq_mul_sq _ _ _
-      _ = (∑ i, ∑ k, E i k ^ 2) * (∑ j, ∑ k, E k j ^ 2) := (Finset.sum_mul_sum _ _ _ _).symm
-      _ = frobSq E * frobSq E := by rw [← c]; rfl
-  have := s (P - R)
+  have e : frobSq (R * P - P * R) = frobSq (P - R) - frobSq ((P - R) * (P - R)) := by
+    rw [frobSq_eq_trace, frobSq_eq_trace, frobSq_eq_trace, M, Matrix.trace_sub]
+  have := frobSq_mul_self_le (P - R)
   rw [e]
   linarith
```
